# A traceless splitting lowers the energy of a partially filled degenerate level to first order

An octahedral complex with one electron in a threefold degenerate orbital level is distorted slightly. Some orbitals go down and others up. If the electron occupies the lowest orbital, does its energy always fall at first order, whatever the distortion? It does if the distortion acts within the level as a nonzero traceless Hermitian matrix $V$, and the same holds for the total energy of $N$ non-interacting electrons that fill $n$ orbitals from the bottom, one in each, when $0<N<n$.

Zero trace means that the centre of gravity of the level stays put, as it does to first order when a distortion with no totally symmetric part acts on an irreducible level. That $V\neq0$ is assumed here. The Jahn–Teller theorem rests on a symmetry analysis showing that, for an orbitally degenerate level of a nonlinear molecule, symmetry allows such a linear coupling to some distortion that is not totally symmetric; the argument below starts from a nonzero coupling.

The orbitals are labelled by a finite type `ι`, with $n$ = `Fintype.card ι`.

In Lean 4 with Mathlib:

```lean
import Mathlib

open Matrix

namespace PartiallyFilledLevel

variable {ι : Type*} [Fintype ι] [DecidableEq ι]
```

## Filling from the bottom

Let $e_i$ be the level shifts and $S$ the set of occupied orbitals, one electron in each. To include spin, let `ι` label spin orbitals. The filling is aufbau if $e_i\le e_j$ for every occupied $i$ and empty $j$; ties are allowed.

```lean
/-- A set `S` of occupied levels is an aufbau filling of the energies `e` if no occupied level
lies above an empty one. -/
def IsAufbau (e : ι → ℝ) (S : Finset ι) : Prop :=
  ∀ i ∈ S, ∀ j ∉ S, e i ≤ e j
```

Such a filling exists for every $N\le n$. Start with no electrons and put each new one into the lowest empty level $a$. The levels still empty lie no lower than $a$, and the earlier occupied levels already satisfied the condition. The proof is this induction, with `exists_min_image` supplying $a$.

```lean
/-- Any number of electrons not exceeding the number of levels has an aufbau filling. -/
theorem exists_aufbau (e : ι → ℝ) (N : ℕ) (hN : N ≤ Fintype.card ι) :
    ∃ S : Finset ι, S.card = N ∧ IsAufbau e S := by
  induction N with
  | zero => exact ⟨∅, Finset.card_empty, fun i hi => absurd hi (Finset.notMem_empty i)⟩
  | succ N ih =>
    obtain ⟨S, hc, hS⟩ := ih (by omega)
    have hne : (Sᶜ).Nonempty := by
      rw [← Finset.card_pos, Finset.card_compl]
      omega
    -- the next electron enters the lowest empty level
    obtain ⟨a, ha, hmin⟩ := Finset.exists_min_image Sᶜ e hne
    have haS : a ∉ S := Finset.mem_compl.1 ha
    refine ⟨insert a S, by rw [Finset.card_insert_of_notMem haS, hc], ?_⟩
    intro i hi j hj
    have hjS : j ∉ S := fun h => hj (Finset.mem_insert_of_mem h)
    rcases Finset.mem_insert.1 hi with h | h
    · rw [h]
      exact hmin j (Finset.mem_compl.2 hjS)
    · exact hS i h j hjS
```

An aufbau filling also has the least energy. Let $T$ be another filling with $|T|=|S|$, and let $m$ be the highest occupied level of $S$ (if $S$ is empty, so is $T$). Measured from $e_m$, levels in $S\setminus T$ are nonpositive and levels in $T\setminus S$ nonnegative, while the common levels cancel:

$$\sum_{i\in S}(e_i-e_m)\le\sum_{i\in T}(e_i-e_m).$$

Both sides subtract the same $|S|\,e_m$, so $\sum_S e_i\le\sum_T e_i$. The sum over $S$ is therefore the sum of the $N$ lowest shifts.

```lean
omit [Fintype ι] in
/-- An aufbau filling has the lowest energy among all fillings with the same number of
electrons. -/
theorem aufbau_minimal (e : ι → ℝ) (S T : Finset ι) (hS : IsAufbau e S)
    (hc : T.card = S.card) : ∑ i ∈ S, e i ≤ ∑ i ∈ T, e i := by
  rcases S.eq_empty_or_nonempty with h | h
  · subst h
    have hT : T = ∅ := Finset.card_eq_zero.1 (by simpa using hc)
    rw [hT]
  · -- measure energies from the highest occupied level `m`
    obtain ⟨m, hm, hmax⟩ := Finset.exists_max_image S e h
    have h1 : ∑ i ∈ S \ T, (e i - e m) ≤ 0 :=
      Finset.sum_nonpos fun i hi => sub_nonpos.2 (hmax i (Finset.mem_sdiff.1 hi).1)
    have h2 : 0 ≤ ∑ i ∈ T \ S, (e i - e m) :=
      Finset.sum_nonneg fun i hi => sub_nonneg.2 (hS m hm i (Finset.mem_sdiff.1 hi).2)
    have h3 := Finset.sum_inter_add_sum_sdiff S T (fun i => e i - e m)
    have h4 := Finset.sum_inter_add_sum_sdiff T S (fun i => e i - e m)
    rw [Finset.inter_comm T S] at h4
    have h5 : ∑ i ∈ S, (e i - e m) ≤ ∑ i ∈ T, (e i - e m) := by linarith
    simp only [Finset.sum_sub_distrib, Finset.sum_const, nsmul_eq_mul, hc] at h5
    linarith
```

## Why the occupied sum is negative

Let $\sum_i e_i=0$ with not all $e_i$ zero, and suppose that $\sum_{i\in S}e_i\ge0$.

1. Since $S$ is not empty, some occupied $i$ has $e_i\ge0$. Every empty $j$ then has $e_j\ge e_i\ge0$ (`hempty`).
2. The empty levels sum to $-\sum_{i\in S}e_i\le0$, so they all vanish (`hcompl`, `hz`).
3. Since $S$ is not full, there is an empty $j$, and every occupied $l$ has $e_l\le e_j=0$ (`hocc`). The occupied sum is zero, so these levels vanish too (`hz'`).

All shifts are then zero, a contradiction.

```lean
/-- If level shifts add up to zero and are not all zero, an aufbau filling that is neither
empty nor full has strictly negative energy. -/
theorem aufbau_sum_neg (e : ι → ℝ) (S : Finset ι) (hS : IsAufbau e S)
    (hsum : ∑ i, e i = 0) (hne : e ≠ 0) (h0 : 0 < S.card) (h1 : S.card < Fintype.card ι) :
    ∑ i ∈ S, e i < 0 := by
  by_contra hneg
  have hpos : 0 ≤ ∑ i ∈ S, e i := not_lt.1 hneg
  have hsplit := Finset.sum_add_sum_compl S e
  -- some occupied level is nonnegative, hence so are all empty ones
  obtain ⟨i, hi, hi0⟩ : ∃ i ∈ S, (0 : ℝ) ≤ e i :=
    Finset.exists_le_of_sum_le (f := fun _ => (0 : ℝ)) (Finset.card_pos.1 h0)
      (by simpa using hpos)
  have hempty : ∀ j ∈ Sᶜ, 0 ≤ e j := fun j hj =>
    hi0.trans (hS i hi j (Finset.mem_compl.1 hj))
  have hcompl : ∑ j ∈ Sᶜ, e j = 0 :=
    le_antisymm (by linarith) (Finset.sum_nonneg hempty)
  have hz := (Finset.sum_eq_zero_iff_of_nonneg hempty).1 hcompl
  obtain ⟨j, hj⟩ : (Sᶜ).Nonempty := by
    rw [← Finset.card_pos, Finset.card_compl]
    omega
  -- an empty level at zero forces the occupied levels to be nonpositive, hence zero
  have hocc : ∀ l ∈ S, e l ≤ 0 := fun l hl =>
    (hS l hl j (Finset.mem_compl.1 hj)).trans (hz j hj).le
  have hz' := (Finset.sum_eq_zero_iff_of_nonpos hocc).1 (by linarith)
  apply hne
  funext l
  by_cases hl : l ∈ S
  · exact hz' l hl
  · exact hz l (Finset.mem_compl.2 hl)
```

For a Hermitian matrix the trace is the sum of the eigenvalues, so $\operatorname{tr}V=0$ gives $\sum_i e_i=0$. A full level gains nothing.

```lean
/-- For a traceless Hermitian perturbation the level shifts of a completely filled level add up
to zero. -/
theorem full_level_no_gain (V : Matrix ι ι ℂ) (hV : V.IsHermitian) (htr : V.trace = 0) :
    ∑ i, hV.eigenvalues i = 0 := by
  have h : V.trace = ∑ i, ((hV.eigenvalues i : ℝ) : ℂ) := hV.trace_eq_sum_eigenvalues
  rw [htr] at h
  exact_mod_cast h.symm
```

A Hermitian matrix whose eigenvalues all vanish is zero, so $V\ne0$ supplies the remaining condition. In the theorem, `hV.eigenvalues` are the shifts $e_i$, and `h0` and `h1` say $0<N<n$.

```lean
/-- For a nonzero traceless Hermitian perturbation of a partially filled degenerate level, the
sum of the lowest eigenvalues, one for each electron, is strictly negative. -/
theorem splitting_lowers_energy (V : Matrix ι ι ℂ) (hV : V.IsHermitian) (htr : V.trace = 0)
    (hne : V ≠ 0) (S : Finset ι) (hS : IsAufbau hV.eigenvalues S)
    (h0 : 0 < S.card) (h1 : S.card < Fintype.card ι) :
    ∑ i ∈ S, hV.eigenvalues i < 0 :=
  aufbau_sum_neg _ S hS (full_level_no_gain V hV htr)
    (fun h => hne (hV.eigenvalues_eq_zero_iff.1 h)) h0 h1
```

The same argument applied to $V-(\operatorname{tr}V/n)\,1$ handles a nonzero trace: the $N$ lowest eigenvalues sum to less than $N\operatorname{tr}V/n$ unless $V$ is a multiple of the identity.

## Electronic gain against elastic cost

Let the level sit at $E_0$ and let $g$ be the distortion amplitude. If $Vv_i=e_iv_i$, then

$$(E_0 1+gV)v_i=(E_0+g e_i)v_i.$$

Coupling to other levels is left out.

```lean
/-- Each vector of the eigenbasis `hV.eigenvectorBasis` of `V` is an eigenvector of the Hamiltonian
`E₀ + g V`, with energy `E₀` plus `g` times the corresponding eigenvalue of `V`. -/
theorem split_level (V : Matrix ι ι ℂ) (hV : V.IsHermitian) (E₀ g : ℝ) (i : ι) :
    ((E₀ : ℂ) • (1 : Matrix ι ι ℂ) + (g : ℂ) • V) *ᵥ (hV.eigenvectorBasis i).ofLp
      = ((E₀ + g * hV.eigenvalues i : ℝ) : ℂ) • (hV.eigenvectorBasis i).ofLp := by
  rw [Matrix.add_mulVec, Matrix.smul_mulVec, Matrix.smul_mulVec, Matrix.one_mulVec,
    hV.mulVec_eigenvectorBasis]
  ext j
  simp only [Pi.add_apply, Pi.smul_apply, smul_eq_mul, Complex.real_smul]
  push_cast
  ring
```

For $g\ge0$, multiplying by $g$ and adding $E_0$ preserve the order, so the same filling remains aufbau.

```lean
omit [Fintype ι] [DecidableEq ι] in
/-- An aufbau filling of the shifts `e` is also one of the levels `E₀ + g e` when `g ≥ 0`. -/
theorem aufbau_split (e : ι → ℝ) (S : Finset ι) (hS : IsAufbau e S) (E₀ g : ℝ) (hg : 0 ≤ g) :
    IsAufbau (fun i => E₀ + g * e i) S := by
  intro i hi j hj
  have h := mul_le_mul_of_nonneg_left (hS i hi j hj) hg
  change E₀ + g * e i ≤ E₀ + g * e j
  linarith
```

Let $k$ be the stiffness of the nuclear frame and $s=\sum_{i\in S}e_i<0$. The total energy is

$$NE_0+g\left(s+\tfrac{k}{2}g\right),$$

which lies below $NE_0$ when $0<g<g_0=-2s/(|k|+1)$, because then $kg\le|k|g<-2s$. The proof uses this $g_0$, which works for any real $k$.

```lean
/-- For a partially filled level `E₀` split by `g V`, with `V` nonzero, traceless and Hermitian and
the eigenvalues of `V` filled from the bottom, the electronic energy plus an elastic energy `k g² /
2` lies below the undistorted energy for all sufficiently small `g > 0`. -/
theorem distortion_lowers_total_energy (V : Matrix ι ι ℂ) (hV : V.IsHermitian)
    (htr : V.trace = 0) (hne : V ≠ 0) (S : Finset ι) (hS : IsAufbau hV.eigenvalues S)
    (h0 : 0 < S.card) (h1 : S.card < Fintype.card ι) (E₀ k : ℝ) :
    ∃ g₀ > 0, ∀ g : ℝ, 0 < g → g < g₀ →
      ∑ i ∈ S, (E₀ + g * hV.eigenvalues i) + k / 2 * g ^ 2 < S.card * E₀ := by
  have hs := splitting_lowers_energy V hV htr hne S hS h0 h1
  have hk : 0 < |k| + 1 := by positivity
  refine ⟨-2 * (∑ i ∈ S, hV.eigenvalues i) / (|k| + 1), div_pos (by linarith) hk, ?_⟩
  intro g hg hlt
  rw [Finset.sum_add_distrib, ← Finset.mul_sum, Finset.sum_const, nsmul_eq_mul]
  have h2 := (lt_div_iff₀ hk).1 hlt
  have h3 : k * g ≤ |k| * g := mul_le_mul_of_nonneg_right (le_abs_self k) hg.le
  -- the linear gain outweighs the quadratic cost
  have h4 : (∑ i ∈ S, hV.eigenvalues i) + k / 2 * g < 0 := by linarith
  have h5 := mul_neg_of_pos_of_neg hg h4
  linarith

end PartiallyFilledLevel
```

```lean
#print axioms PartiallyFilledLevel.splitting_lowers_energy
-- 'PartiallyFilledLevel.splitting_lowers_energy' depends on axioms: [propext, Classical.choice, Quot.sound]
#print axioms PartiallyFilledLevel.split_level
-- 'PartiallyFilledLevel.split_level' depends on axioms: [propext, Classical.choice, Quot.sound]
#print axioms PartiallyFilledLevel.aufbau_split
-- 'PartiallyFilledLevel.aufbau_split' depends on axioms: [propext, Classical.choice, Quot.sound]
#print axioms PartiallyFilledLevel.distortion_lowers_total_energy
-- 'PartiallyFilledLevel.distortion_lowers_total_energy' depends on axioms: [propext, Classical.choice, Quot.sound]
```

As an instance, take the $3\times3$ matrix with zeros on the diagonal and ones elsewhere. Its eigenvalues are $-1,-1,2$, so one electron gives $s=-1$, two give $-2$ and three give $0$. With one electron and $k=4$ the energy changes by $-g+2g^2$, which is negative for $0<g<\tfrac12$; the proof's bound is $g_0=\tfrac25$.

For structure optimisation, in this one-parameter model of non-interacting electrons, a symmetric geometry with a partially filled degenerate level and linear coupling is not an energy minimum, even if a search restricted to symmetric geometries stops there.
